# Keeping finitely many undisplaced levels leaves the ground energy of a displaced oscillator above $-wg^2$, by an error that tends to zero as levels are added

An electron sits on a single site and pulls on one vibrational mode. The mode relaxes to a displaced equilibrium, and the energy drops by the polaron shift $wg^2$, where $w$ is the energy quantum of the mode and $g$ the dimensionless coupling. A diagonalisation in the levels of the undisplaced mode keeps only finitely many of them, and this can spoil the answer badly. With $g=2$ and two levels kept, the lowest energy comes out near $-1.56\,w$, while the exact value is $-4w$. Without a bound on the error, a computed binding energy does not reveal how much of the binding is still missing.

For $w>0$ and $g\neq0$, every eigenvalue of the truncated Hamiltonian lies strictly above $-wg^2$, at any cutoff. With levels $0,\dots,M$ kept, some eigenvalue exceeds $-wg^2$ by at most $wg^2\,(g^2)^M/M!$. This bears on the choice of phonon cutoff when electron-phonon models are diagonalised, here for one mode and an electron that cannot hop.

```lean
import Mathlib

open Matrix Filter

namespace TruncatedPolaron

noncomputable section
```

## The oscillator on finitely many levels

With $\hbar=1$, $w$ is the quantum of the mode, usually written $\omega$. The number $g$ is the dimensionless coupling, and the electron displaces the mode by $-g$. The coupling energy is therefore $wg$, which some texts call $g$. The zero-point energy and the bare energy of the electron are left out, since they only shift the spectrum.

On the levels $0,\dots,N-1$ of the undisplaced mode, the lowering matrix $a$ has the entries $a_{i,i+1}=\sqrt{i+1}$ and zeros elsewhere. In Lean a level is an element of `Fin N`, and the matrix is real.

```lean
/-- The lowering matrix on the oscillator levels `0, …, N - 1`, with entries
`a (n, n+1) = √(n+1)` and zero elsewhere. -/
def lowering (N : ℕ) : Matrix (Fin N) (Fin N) ℝ :=
  Matrix.of fun i j => if (i : ℕ) + 1 = (j : ℕ) then √((j : ℕ) : ℝ) else 0
```

The Hamiltonian is

$$H = w\,a^{T}a + wg\,(a+a^{T}).$$

Transposition takes the place of the adjoint because all entries are real. An eigenvalue is a real $E$ for which some nonzero real vector $v$ satisfies $Hv=Ev$. As $H$ is real and symmetric, this loses no part of the spectrum.

```lean
/-- The displaced-oscillator Hamiltonian `w aᵀa + w g (a + aᵀ)` on `N` levels. -/
def hamiltonian (w g : ℝ) (N : ℕ) : Matrix (Fin N) (Fin N) ℝ :=
  w • ((lowering N)ᵀ * lowering N) + (w * g) • (lowering N + (lowering N)ᵀ)
```

In the full oscillator, the ground state is the coherent state of displacement $-g$. Its truncated form will serve as a trial state:

$$\varphi_n=\frac{(-g)^n}{\sqrt{n!}} .$$

This vector is not normalised. With levels $0,\dots,M$ kept, its squared norm is $\sum_{n=0}^{M} g^{2n}/n!$, and the normalised amplitudes are $\varphi_n$ divided by the square root of that sum.

```lean
/-- The unnormalised coherent state of displacement `-g`, cut off after `N` levels:
its amplitude on level `n` is `(-g)ⁿ / √n!`. -/
def coherent (g : ℝ) (N : ℕ) : Fin N → ℝ :=
  fun n => (-g) ^ (n : ℕ) / √((n : ℕ).factorial : ℝ)
```

## Nothing is lowered onto the top level

Applying $a$ to a vector $v$ gives

$$(av)_i=\sqrt{i+1}\;v_{i+1}\quad (i+1<N),\qquad (av)_{N-1}=0 .$$

The second equation is the trace left by the cutoff: in the full oscillator, level $N$ would feed amplitude into level $N-1$. The Lean proof splits on whether $i+1<N$. In the first case one term of the matrix-vector sum survives, in the second none does.

```lean
/-- The lowering matrix moves the amplitude of level `n + 1` to level `n` with weight
`√(n+1)`, and leaves nothing on the highest kept level. -/
theorem lowering_mulVec {N : ℕ} (v : Fin N → ℝ) (i : Fin N) :
    (lowering N *ᵥ v) i =
      if h : (i : ℕ) + 1 < N then √((i : ℕ) + 1 : ℝ) * v ⟨i + 1, h⟩ else 0 := by
  simp only [mulVec, dotProduct, lowering, Matrix.of_apply]
  by_cases h : (i : ℕ) + 1 < N
  · rw [dif_pos h, Finset.sum_eq_single ⟨i + 1, h⟩]
    · simp
    · intro j _ hj
      have hne : ¬ ((i : ℕ) + 1 = (j : ℕ)) := fun e => hj (Fin.ext e.symm)
      rw [if_neg hne, zero_mul]
    · simp
  · rw [dif_neg h]
    refine Finset.sum_eq_zero fun j _ => ?_
    have hj := j.isLt
    have hne : ¬ ((i : ℕ) + 1 = (j : ℕ)) := by omega
    rw [if_neg hne, zero_mul]
```

## No truncated state is an eigenstate of lowering with nonzero eigenvalue

Suppose $av=zv$ with $z\neq0$. On the top level this reads $0=z\,v_{N-1}$, so $v_{N-1}=0$. On any lower level it reads

$$\sqrt{i+1}\;v_{i+1}=z\,v_i ,$$

so $v_{i+1}=0$ forces $v_i=0$. Descending from the top, all amplitudes vanish. Coherent states other than the vacuum, understood as eigenstates of lowering, thus exist only in the infinite space.

The statement `key` carries the descent: by induction on $k$, every level $i$ with $N\le i+k$ has zero amplitude. For $k=0$ there is no such level, and $k=N$ reaches them all.

```lean
/-- The truncated lowering matrix has no eigenvector with a nonzero real eigenvalue. -/
theorem no_coherent_state {N : ℕ} {z : ℝ} (hz : z ≠ 0) {v : Fin N → ℝ}
    (hv : lowering N *ᵥ v = z • v) : v = 0 := by
  -- descend from the highest level, where the lowered state has no amplitude
  have key : ∀ k : ℕ, ∀ i : Fin N, N ≤ (i : ℕ) + k → v i = 0 := by
    intro k
    induction k with
    | zero =>
      intro i hi
      have := i.isLt
      omega
    | succ k ih =>
      intro i hi
      have e := congrFun hv i
      rw [lowering_mulVec, Pi.smul_apply, smul_eq_mul] at e
      by_cases h : (i : ℕ) + 1 < N
      · have hnext : v ⟨i + 1, h⟩ = 0 := ih ⟨i + 1, h⟩ (by simp only; omega)
        rw [dif_pos h, hnext, mul_zero] at e
        exact (mul_eq_zero.mp e.symm).resolve_left hz
      · rw [dif_neg h] at e
        exact (mul_eq_zero.mp e.symm).resolve_left hz
  funext i
  exact key N i (by omega)
```

## Completing the square at finite cutoff

Multiplying out gives

$$w\,(a+g)^{T}(a+g)=w\,a^{T}a+wg\,(a+a^{T})+wg^2 = H+wg^2 .$$

The commutator of $a$ and $a^{T}$, which the cutoff alters, is never needed, because $H$ already has its raising matrices on the left. For any vector $v$, normalised or not, this yields

$$v\cdot Hv=-wg^2\,\lVert v\rVert^2+w\,\lVert (a+g)v\rVert^2 .$$

In Lean, `⬝ᵥ` is the dot product and `*ᵥ` applies a matrix to a vector. The step `hsq` is the matrix identity. The rewriting after it moves the transposed factor onto the left-hand vector, which turns the quadratic form into a squared norm.

```lean
/-- Completing the square: for any vector `v`, the quadratic form `v · H v` is `-w g² ‖v‖²` plus
`w ‖(a + g) v‖²`, at every cutoff. -/
theorem energy_eq (w g : ℝ) {N : ℕ} (v : Fin N → ℝ) :
    v ⬝ᵥ hamiltonian w g N *ᵥ v = -(w * g ^ 2) * (v ⬝ᵥ v) +
      w * ((lowering N *ᵥ v + g • v) ⬝ᵥ (lowering N *ᵥ v + g • v)) := by
  have hsq : hamiltonian w g N =
      w • ((lowering N + g • 1)ᵀ * (lowering N + g • 1)) - (w * g ^ 2) • 1 := by
    simp only [hamiltonian, transpose_add, transpose_smul, transpose_one, Matrix.add_mul,
      Matrix.mul_add, Matrix.smul_mul, Matrix.mul_smul, Matrix.one_mul, Matrix.mul_one]
    module
  have hB : (lowering N + g • 1) *ᵥ v = lowering N *ᵥ v + g • v := by
    rw [add_mulVec, smul_mulVec, one_mulVec]
  rw [hsq, sub_mulVec, smul_mulVec, smul_mulVec, one_mulVec, ← mulVec_mulVec,
    dotProduct_sub, dotProduct_smul, dotProduct_smul, Matrix.dotProduct_mulVec,
    vecMul_transpose, hB, smul_eq_mul, smul_eq_mul]
  ring
```

## Every eigenvalue lies strictly above $-wg^2$

Let $Hv=Ev$ with $v\neq0$. The energy formula becomes

$$(E+wg^2)\,\lVert v\rVert^2=w\,\lVert (a+g)v\rVert^2 .$$

If $(a+g)v$ were zero, then $av=-gv$ with $-g\neq0$, and the descent above would give $v=0$. The right-hand side is therefore positive, and $E>-wg^2$.

The proof has the same parts: `hne` says that $(a+g)v$ is nonzero, `he` is the energy formula for the eigenvector, and the assumption $E\le-wg^2$ is then refuted by linear arithmetic.

```lean
/-- For `w > 0` and `g ≠ 0`, every eigenvalue of the truncated Hamiltonian lies strictly
above the exact polaron energy `-w g²`, whatever the cutoff. -/
theorem polaron_energy_lt_eigenvalue {w g : ℝ} (hw : 0 < w) (hg : g ≠ 0) {N : ℕ}
    {E : ℝ} {v : Fin N → ℝ} (hv : v ≠ 0) (hE : hamiltonian w g N *ᵥ v = E • v) :
    -(w * g ^ 2) < E := by
  have hpos : ∀ u : Fin N → ℝ, u ≠ 0 → 0 < u ⬝ᵥ u := by
    intro u hu
    have h0 : 0 ≤ u ⬝ᵥ u := Finset.sum_nonneg fun i _ => mul_self_nonneg (u i)
    exact lt_of_le_of_ne h0 fun h => hu (dotProduct_self_eq_zero.mp h.symm)
  -- the displaced lowering matrix annihilates no state
  have hne : lowering N *ᵥ v + g • v ≠ 0 := by
    intro h
    refine hv (no_coherent_state (neg_ne_zero.mpr hg) ?_)
    rw [neg_smul]
    exact eq_neg_of_add_eq_zero_left h
  have he := energy_eq w g v
  rw [hE, dotProduct_smul, smul_eq_mul] at he
  have h1 := mul_pos hw (hpos _ hne)
  have h2 := hpos v hv
  by_contra hlt
  have h3 := mul_le_mul_of_nonneg_right (not_lt.mp hlt) h2.le
  linarith
```

Strictness fails at $g=0$. With one level kept, $H$ is the $1\times1$ zero matrix, and its eigenvalue $0$ equals $-wg^2$.

## A trial energy bounds an eigenvalue

Let $A$ be real and symmetric, and let a nonzero $x$ satisfy $x\cdot Ax\le c\,\lVert x\rVert^2$. If every eigenvalue of $A-c$ were positive, expanding $x$ in eigenvectors would give $x\cdot(A-c)x>0$, a contradiction. So $A-c$ has an eigenvalue $\lambda\le0$, and $E=\lambda+c\le c$ is an eigenvalue of $A$ with the same eigenvector.

For a real matrix, `IsHermitian` means symmetric. The Lean proof makes the same case distinction and takes the eigenvector from Mathlib's orthonormal eigenvector basis of $A-c$.

```lean
/-- Variational principle: if a nonzero trial state has mean energy at most `c` for a real
symmetric matrix, then that matrix has an eigenvalue at most `c`. -/
theorem exists_eigenvalue_le {n : Type*} [Fintype n] [DecidableEq n] {A : Matrix n n ℝ}
    (hA : A.IsHermitian) {x : n → ℝ} (hx : x ≠ 0) {c : ℝ}
    (h : x ⬝ᵥ A *ᵥ x ≤ c * (x ⬝ᵥ x)) :
    ∃ E ≤ c, ∃ v : n → ℝ, v ≠ 0 ∧ A *ᵥ v = E • v := by
  have hB : (A - c • (1 : Matrix n n ℝ)).IsHermitian := by
    unfold Matrix.IsHermitian
    rw [conjTranspose_sub, hA.eq, conjTranspose_smul, conjTranspose_one, star_trivial]
  by_cases hp : ∀ i, 0 < hB.eigenvalues i
  · -- all eigenvalues above `c` would put the trial energy above `c`
    have hx' := (hB.posDef_iff_eigenvalues_pos.mpr hp).dotProduct_mulVec_pos hx
    rw [star_trivial, sub_mulVec, smul_mulVec, one_mulVec, dotProduct_sub,
      dotProduct_smul, smul_eq_mul] at hx'
    linarith
  · obtain ⟨i, hi⟩ := not_forall.mp hp
    have hi' := not_lt.mp hi
    refine ⟨hB.eigenvalues i + c, by linarith, (hB.eigenvectorBasis i).ofLp, ?_, ?_⟩
    · intro h0
      refine hB.eigenvectorBasis.orthonormal.ne_zero i ?_
      ext j
      simpa using congrFun h0 j
    · have he := hB.mulVec_eigenvectorBasis i
      rw [sub_mulVec, smul_mulVec, one_mulVec] at he
      rw [add_smul, ← he, sub_add_cancel]
```

## The truncated coherent state misses only at the top

Now keep the levels $0,\dots,M$, so that $N=M+1$. For $i<M$,

$$(a\varphi)_i=\sqrt{i+1}\,\frac{(-g)^{i+1}}{\sqrt{(i+1)!}}=-g\,\frac{(-g)^i}{\sqrt{i!}}=-g\,\varphi_i ,$$

so $(a+g)\varphi$ vanishes there. On level $M$ the lowering term is absent and $g\varphi_M$ remains. In Lean, `Fin.last M` is the top level, and `Pi.single` builds the vector that is nonzero on that level at most. The step `hs` splits $\sqrt{(i+1)!}$ into $\sqrt{i+1}\,\sqrt{i!}$, as in the line above.

```lean
/-- On the levels `0, …, M`, the displaced lowering matrix `a + g` sends the truncated
coherent state to a vector supported on the top level alone. -/
theorem lowering_coherent (g : ℝ) (M : ℕ) :
    lowering (M + 1) *ᵥ coherent g (M + 1) + g • coherent g (M + 1) =
      Pi.single (Fin.last M) (g * coherent g (M + 1) (Fin.last M)) := by
  funext i
  rw [Pi.add_apply, Pi.smul_apply, smul_eq_mul, lowering_mulVec]
  by_cases h : (i : ℕ) + 1 < M + 1
  · have hne : i ≠ Fin.last M := by
      intro e
      rw [e, Fin.val_last] at h
      omega
    have hs : √(((i : ℕ) + 1).factorial : ℝ) =
        √((i : ℕ) + 1 : ℝ) * √((i : ℕ).factorial : ℝ) := by
      rw [Nat.factorial_succ, Nat.cast_mul, Nat.cast_succ, Real.sqrt_mul (by positivity)]
    have h1 : √((i : ℕ) + 1 : ℝ) ≠ 0 := by positivity
    rw [dif_pos h, Pi.single_eq_of_ne hne]
    simp only [coherent]
    rw [hs, ← mul_div_assoc, mul_div_mul_left _ _ h1, pow_succ]
    ring
  · have hi : i = Fin.last M := Fin.ext (by
      have := i.isLt
      rw [Fin.val_last]
      omega)
    rw [dif_neg h, hi, Pi.single_eq_same, zero_add]
```

## How far above $-wg^2$ the lowest energy can be

Putting $\varphi$ into the energy formula gives

$$\varphi\cdot H\varphi=-wg^2\,\lVert\varphi\rVert^2+b,\qquad b=wg^2\varphi_M^2=wg^2\,\frac{(g^2)^M}{M!}.$$

Since $\varphi_0=1$, we have $\lVert\varphi\rVert^2\ge1$ and hence $b\le b\,\lVert\varphi\rVert^2$. This gives

$$\varphi\cdot H\varphi\le(-wg^2+b)\,\lVert\varphi\rVert^2 ,$$

and the variational principle supplies an eigenvalue of at most $-wg^2+b$. The proof records the symmetry of $H$ as `hH`, the bound on the norm as `hnorm` and the value of $\varphi_M^2$ as `htop`. The coupling $g$ may be zero here.

```lean
/-- For `w > 0`, the Hamiltonian on the levels `0, …, M` has an eigenvalue at most
`w g² (g²)^M / M!` above the exact polaron energy `-w g²`. -/
theorem exists_eigenvalue_near {w : ℝ} (hw : 0 < w) (g : ℝ) (M : ℕ) :
    ∃ E ≤ -(w * g ^ 2) + w * g ^ 2 * ((g ^ 2) ^ M / (M.factorial : ℝ)),
      ∃ v : Fin (M + 1) → ℝ, v ≠ 0 ∧ hamiltonian w g (M + 1) *ᵥ v = E • v := by
  have hH : (hamiltonian w g (M + 1)).IsHermitian := by
    unfold Matrix.IsHermitian
    rw [conjTranspose_eq_transpose_of_trivial]
    simp only [hamiltonian, transpose_add, transpose_smul, transpose_mul,
      transpose_transpose]
    rw [add_comm (lowering (M + 1))ᵀ (lowering (M + 1))]
  have h0 : coherent g (M + 1) 0 = 1 := by simp [coherent]
  have hnorm : 1 ≤ coherent g (M + 1) ⬝ᵥ coherent g (M + 1) := by
    calc (1 : ℝ) = coherent g (M + 1) 0 * coherent g (M + 1) 0 := by rw [h0, mul_one]
      _ ≤ _ := Finset.single_le_sum
        (f := fun i => coherent g (M + 1) i * coherent g (M + 1) i)
        (fun i _ => mul_self_nonneg _) (Finset.mem_univ 0)
  have htop : coherent g (M + 1) (Fin.last M) ^ 2 = (g ^ 2) ^ M / (M.factorial : ℝ) := by
    simp only [coherent, Fin.val_last]
    rw [div_pow, Real.sq_sqrt (Nat.cast_nonneg _), ← pow_mul, mul_comm M 2, pow_mul, neg_sq]
  refine exists_eigenvalue_le hH (x := coherent g (M + 1)) ?_ ?_
  · intro h
    rw [h, Pi.zero_apply] at h0
    exact zero_ne_one h0
  · -- only the top level contributes to the excess energy
    rw [energy_eq, lowering_coherent, single_dotProduct, Pi.single_eq_same]
    have hb : 0 ≤ w * g ^ 2 * ((g ^ 2) ^ M / (M.factorial : ℝ)) := by positivity
    have hm := mul_le_mul_of_nonneg_left hnorm hb
    rw [← htop] at hm ⊢
    linarith
```

In an exact diagonalisation, $M$ has to be chosen before the matrix is built, and the bound turns a wanted accuracy into a number of levels. For $g=2$ it gives an error of at most about $1.16\,w$ at $M=10$ and about $0.0033\,w$ at $M=15$. Sixteen levels are therefore enough to obtain the shift of $4w$ to better than one part in a thousand. The normalised trial state has the excess energy $b/\lVert\varphi\rVert^2$, which is $wg^2$ times its probability of being found on the top level. For $g\neq0$ and $M\ge1$ this is smaller than $b$.

## Convergence from above

For fixed $g$, the factorial outgrows the power, so $(g^2)^M/M!\to0$. Given $\varepsilon>0$, every sufficiently large $M$ makes the excess smaller than $\varepsilon$, and the strict lower bound applies to the same eigenvalue:

$$-wg^2<E<-wg^2+\varepsilon .$$

The phrase "for every sufficiently large $M$" is written `∀ᶠ M : ℕ in atTop`. The theorem speaks of some eigenvalue $E$. The lowest one is no larger than $E$ and also lies above $-wg^2$, so it is caught in the same interval.

```lean
/-- For `w > 0` and `g ≠ 0`, once enough levels are kept the truncated Hamiltonian has an
eigenvalue above the exact polaron energy `-w g²` by less than any prescribed `ε > 0`. -/
theorem eigenvalue_converges_from_above {w g : ℝ} (hw : 0 < w) (hg : g ≠ 0) {ε : ℝ}
    (hε : 0 < ε) :
    ∀ᶠ M : ℕ in atTop, ∃ E : ℝ, -(w * g ^ 2) < E ∧ E < -(w * g ^ 2) + ε ∧
      ∃ v : Fin (M + 1) → ℝ, v ≠ 0 ∧ hamiltonian w g (M + 1) *ᵥ v = E • v := by
  -- the factorial outgrows every power of `g²`
  have ht := (FloorSemiring.tendsto_pow_div_factorial_atTop (g ^ 2)).const_mul (w * g ^ 2)
  rw [mul_zero] at ht
  filter_upwards [ht.eventually_lt_const hε] with M hM
  obtain ⟨E, hE, v, hv, hev⟩ := exists_eigenvalue_near hw g M
  exact ⟨E, polaron_energy_lt_eigenvalue hw hg hv hev, by linarith, v, hv, hev⟩

end

end TruncatedPolaron
```

All the matrices here are finite, and $-wg^2$ enters the theorems as a number. That it is the ground energy of the full oscillator is the textbook step that links them to the polaron: on infinitely many levels the coherent state can be normalised and $a+g$ annihilates it, so the square in the energy formula vanishes.

```lean
#print axioms TruncatedPolaron.eigenvalue_converges_from_above
-- 'TruncatedPolaron.eigenvalue_converges_from_above' depends on axioms: [propext, Classical.choice, Quot.sound]
```
